# Origin independence, order by order in the wave vector, of the plane-wave intensity of finitely many fixed weights

## Which products to keep beyond the dipole approximation

When an absorption intensity is computed beyond the dipole approximation, the plane wave exp(i k·r) can be used whole or expanded in powers of k. With the expansion, one chooses which products of multipole amplitudes to keep. If all products of the same total order in k are kept, the result does not depend on the origin, provided that the weights multiplying the plane wave stay fixed when the origin moves.

For light with wave vector k and polarisation ε, the spin-free transition amplitude is an integral of exp(i k·r) times a transition density of ε·p, where p is the electron momentum. On a grid it becomes

F = Σ_j w_j exp(i k·r_j),

where the complex weight w_j is the density at the point r_j times a volume element. Moving the origin by −a adds a to every r_j. The theorems concern the finite sum; the step from the integral to the grid is left to the user.

## Amplitudes and intensities by order

Define

M_n = Σ_j w_j (i k·r_j)^n / n!
I_n = Σ_{p=0}^{n} conj(M_p) M_{n−p}.

The index n counts powers of k, so with these weights M_0 is the electric-dipole amplitude, and M_1 contains the magnetic-dipole and electric-quadrupole parts. I_n lacks the physical prefactors, and a single order may be negative.

**Pair formula.** Write x_j = i k·r_j. Since n!/(p!(n−p)!) is the binomial coefficient,

(x + y)^n / n! = Σ_{p=0}^{n} (x^p / p!) (y^(n−p) / (n−p)!).

Inserting the definition of M_n into I_n and summing over p first gives

I_n = Σ_j Σ_l conj(w_j) w_l (conj(x_j) + x_l)^n / n!.

As k and r_j are real, conj(x_j) = −i k·r_j, and so

I_n = Σ_j Σ_l conj(w_j) w_l (i k·(r_l − r_j))^n / n!.

A common shift cancels in r_l − r_j, so every I_n is invariant.

**Second order.** The three terms of I_2 are conj(M_0) M_2, |M_1|² and conj(M_2) M_0. The outer two are conjugates of each other, hence

I_2 = |M_1|² + 2 Re(conj(M_0) M_2).

**All orders.** Summing the pair formula over n turns each power series into an exponential:

Σ_n I_n = Σ_j Σ_l conj(w_j) w_l exp(i k·(r_l − r_j)) = |F|².

## When |M_1|² is enough

Applying the binomial formula to i k·a + i k·r_j shows how a shift mixes the amplitudes:

M_n′ = Σ_{p=0}^{n} ((i k·a)^p / p!) M_{n−p}, and in particular M_1′ = M_1 + (i k·a) M_0.

If M_0 = 0, then M_1 does not change. Conversely, let k ≠ 0, suppose that |M_1|² is invariant under all shifts, and put c = (i k·k) M_0. The shifts by k and −k give |M_1 + c|² = |M_1 − c|² = |M_1|². The parallelogram law

|M_1 + c|² + |M_1 − c|² = 2|M_1|² + 2|c|²

then forces c = 0, and k·k ≠ 0 gives M_0 = 0.

For an explicit change, take weights 2 and −1 at the origin and at the unit vector e_x, with k = e_x. Then M_1 = −i and |M_1|² = 1. After a shift by e_x, M_1 = 2i − 2i = 0. The cross term 2 Re(conj(M_0) M_2) rises from 1 to 2, so I_2 = 2 both times.

The condition k ≠ 0 says that the wave varies in space. At k = 0 a single weight 1 has M_1 = 0 after every shift although M_0 = 1, so invariance no longer implies M_0 = 0.

For a single point with weight w, the pair formula gives I_0 = |w|² and I_n = 0 for n ≥ 1, even though, for w ≠ 0 and k ≠ 0, each amplitude M_n with n ≥ 1 depends on where the point sits.

## The statements in Lean

The finite type `ι` labels the points, `r j` is a real vector of type `Fin 3 → ℝ`, and `w j` is complex. `phase k r` is the whole exponent i k·r, not the real phase k·r. `moment k w r n` is M_n, with the factors i^n and 1/n! included, and `intensity k w r n` is I_n, typed as a complex number.

`intensity_shift` says that replacing `r` by `fun j => r j + a`, with the same `w`, leaves the intensity unchanged for every `n`, `k` and `a`. `second_order_shift` states this for the real expression at order two. `hasSum_intensity` says that the sum of the I_n over all orders converges to |F|². `first_moment_invariant_iff` is the criterion M_0 = 0, with the hypothesis `k ≠ 0`, and `first_moment_changes` gives the two values of |M_1|² in the two-point example.

```lean
import Mathlib

open Complex ComplexConjugate Matrix

namespace MultipoleOriginIndependence

noncomputable section

variable {ι : Type*} [Fintype ι]

/-- The exponent `i k·r` of a plane wave with wave vector `k` at the point `r`. -/
def phase (k r : Fin 3 → ℝ) : ℂ := I * ((k ⬝ᵥ r : ℝ) : ℂ)

/-- The multipole amplitude of order `n`, `M_n = ∑ w_j (i k·r_j)^n / n!`, of complex
weights `w_j` at the points `r_j`. -/
def moment (k : Fin 3 → ℝ) (w : ι → ℂ) (r : ι → Fin 3 → ℝ) (n : ℕ) : ℂ :=
  ∑ j, w j * phase k (r j) ^ n / (n.factorial : ℂ)

/-- The intensity of order `n`: the sum of `conj M_p * M_q` over all `p + q = n`. -/
def intensity (k : Fin 3 → ℝ) (w : ι → ℂ) (r : ι → Fin 3 → ℝ) (n : ℕ) : ℂ :=
  ∑ p ∈ Finset.range (n + 1), conj (moment k w r p) * moment k w r (n - p)

/-- The binomial theorem for divided powers: `(x + y)^n / n!` is the sum of
`x^p / p! * y^q / q!` over `p + q = n`. -/
theorem add_pow_div_factorial (x y : ℂ) (n : ℕ) :
    (x + y) ^ n / (n.factorial : ℂ) = ∑ p ∈ Finset.range (n + 1),
      x ^ p / (p.factorial : ℂ) * (y ^ (n - p) / ((n - p).factorial : ℂ)) := by
  rw [add_pow, Finset.sum_div]
  refine Finset.sum_congr rfl fun p h => ?_
  have hp : p ≤ n := by
    have := Finset.mem_range.mp h
    omega
  have hc : (n.choose p : ℂ) * (p.factorial : ℂ) * ((n - p).factorial : ℂ)
      = (n.factorial : ℂ) := by
    exact_mod_cast Nat.choose_mul_factorial_mul_factorial hp
  have h0 : ∀ i : ℕ, (i.factorial : ℂ) ≠ 0 := fun i =>
    Nat.cast_ne_zero.mpr (Nat.factorial_ne_zero i)
  rw [div_mul_div_comm, div_eq_div_iff (h0 _) (mul_ne_zero (h0 _) (h0 _)), ← hc]
  ring

/-- After all points are shifted by `a`, the multipole amplitude of order `n` is the sum of
`(i k·a)^p / p! * M_q` over `p + q = n`, with `M_q` the amplitudes before the shift. -/
theorem moment_shift (k a : Fin 3 → ℝ) (w : ι → ℂ) (r : ι → Fin 3 → ℝ) (n : ℕ) :
    moment k w (fun j => r j + a) n = ∑ p ∈ Finset.range (n + 1),
      phase k a ^ p / (p.factorial : ℂ) * moment k w r (n - p) := by
  have hp : ∀ j, phase k (r j + a) = phase k a + phase k (r j) := by
    intro j
    simp only [phase, dotProduct_add, ofReal_add]
    ring
  simp only [moment, Finset.mul_sum]
  rw [Finset.sum_comm]
  refine Finset.sum_congr rfl fun j _ => ?_
  rw [hp, mul_div_assoc, add_pow_div_factorial, Finset.mul_sum]
  exact Finset.sum_congr rfl fun m _ => by ring

/-- The phase of a relative position is the phase at one point plus the conjugate phase
at the other. -/
theorem phase_sub (k x y : Fin 3 → ℝ) :
    phase k (y - x) = conj (phase k x) + phase k y := by
  simp only [phase, dotProduct_sub, ofReal_sub, map_mul, conj_I, conj_ofReal]
  ring

/-- The intensity of order `n` is a sum over pairs of points in which only the relative
positions `r_l - r_j` occur. -/
theorem intensity_eq_pair_sum (k : Fin 3 → ℝ) (w : ι → ℂ) (r : ι → Fin 3 → ℝ) (n : ℕ) :
    intensity k w r n = ∑ j, ∑ l,
      conj (w j) * w l * phase k (r l - r j) ^ n / (n.factorial : ℂ) := by
  simp only [intensity, moment, map_sum, map_div₀, map_mul, map_pow, map_natCast,
    Finset.sum_mul_sum]
  -- bring the sum over orders inside, then apply the binomial theorem to each pair
  rw [Finset.sum_comm]
  refine Finset.sum_congr rfl fun j _ => ?_
  rw [Finset.sum_comm]
  refine Finset.sum_congr rfl fun l _ => ?_
  rw [phase_sub, mul_div_assoc, add_pow_div_factorial, Finset.mul_sum]
  exact Finset.sum_congr rfl fun m _ => by ring

/-- Origin independence: at every order `n` the intensity is unchanged when all points
are shifted by the same vector `a`. -/
theorem intensity_shift (k a : Fin 3 → ℝ) (w : ι → ℂ) (r : ι → Fin 3 → ℝ) (n : ℕ) :
    intensity k w (fun j => r j + a) n = intensity k w r n := by
  simp only [intensity_eq_pair_sum, add_sub_add_right_eq_sub]

/-- The intensities of all orders sum to the squared modulus of the full plane-wave
amplitude `∑ w_j exp(i k·r_j)`. -/
theorem hasSum_intensity (k : Fin 3 → ℝ) (w : ι → ℂ) (r : ι → Fin 3 → ℝ) :
    HasSum (intensity k w r) ((‖∑ j, w j * exp (phase k (r j))‖ ^ 2 : ℝ) : ℂ) := by
  have hexp : ∀ x : ℂ, HasSum (fun n : ℕ => x ^ n / (n.factorial : ℂ)) (exp x) := by
    intro x
    rw [Complex.exp_eq_exp_ℂ]
    exact NormedSpace.expSeries_div_hasSum_exp x
  have h := hasSum_sum (s := Finset.univ) fun (j : ι) _ =>
    hasSum_sum (s := Finset.univ) fun (l : ι) _ =>
      (hexp (phase k (r l - r j))).mul_left (conj (w j) * w l)
  have hf : intensity k w r = fun n => ∑ j, ∑ l,
      conj (w j) * w l * (phase k (r l - r j) ^ n / (n.factorial : ℂ)) := by
    funext n
    simp only [intensity_eq_pair_sum, mul_div_assoc]
  have hv : ((‖∑ j, w j * exp (phase k (r j))‖ ^ 2 : ℝ) : ℂ)
      = ∑ j, ∑ l, conj (w j) * w l * exp (phase k (r l - r j)) := by
    rw [ofReal_pow, ← Complex.conj_mul', map_sum, Finset.sum_mul_sum]
    refine Finset.sum_congr rfl fun j _ => Finset.sum_congr rfl fun l _ => ?_
    rw [phase_sub, Complex.exp_add, Complex.exp_conj, map_mul]
    ring
  rw [hf, hv]
  exact h

/-- The second-order intensity is `|M_1|^2 + 2 Re(conj M_0 * M_2)`. -/
theorem intensity_two (k : Fin 3 → ℝ) (w : ι → ℂ) (r : ι → Fin 3 → ℝ) :
    intensity k w r 2 = ((‖moment k w r 1‖ ^ 2
      + 2 * (conj (moment k w r 0) * moment k w r 2).re : ℝ) : ℂ) := by
  have key : ∀ A B C : ℂ, conj A * C + conj B * B + conj C * A
      = ((‖B‖ ^ 2 + 2 * (conj A * C).re : ℝ) : ℂ) := by
    intro A B C
    rw [← Complex.normSq_eq_norm_sq]
    apply Complex.ext <;> simp [Complex.normSq_apply] <;> ring
  rw [intensity]
  simp only [Finset.sum_range_succ, Finset.sum_range_zero, zero_add]
  exact key (moment k w r 0) (moment k w r 1) (moment k w r 2)

/-- The combination `|M_1|^2 + 2 Re(conj M_0 * M_2)` is unchanged when all points are
shifted by the same vector. -/
theorem second_order_shift (k a : Fin 3 → ℝ) (w : ι → ℂ) (r : ι → Fin 3 → ℝ) :
    ‖moment k w (fun j => r j + a) 1‖ ^ 2 + 2 * (conj (moment k w (fun j => r j + a) 0)
        * moment k w (fun j => r j + a) 2).re
      = ‖moment k w r 1‖ ^ 2 + 2 * (conj (moment k w r 0) * moment k w r 2).re := by
  have h := intensity_shift k a w r 2
  rw [intensity_two, intensity_two] at h
  exact Complex.ofReal_injective h

/-- For a nonzero wave vector, `|M_1|^2` alone is unchanged under all shifts exactly when
the total weight `M_0` vanishes. -/
theorem first_moment_invariant_iff (k : Fin 3 → ℝ) (hk : k ≠ 0) (w : ι → ℂ)
    (r : ι → Fin 3 → ℝ) :
    (∀ a, ‖moment k w (fun j => r j + a) 1‖ ^ 2 = ‖moment k w r 1‖ ^ 2)
      ↔ moment k w r 0 = 0 := by
  have h1 : ∀ a, moment k w (fun j => r j + a) 1
      = moment k w r 1 + phase k a * moment k w r 0 := by
    intro a
    rw [moment_shift]
    simp [Finset.sum_range_succ]
  constructor
  · intro h
    -- compare the shifts by `k` and by `-k` through the parallelogram law
    have hp := h k
    have hm := h (-k)
    have hneg : phase k (-k) = -phase k k := by simp [phase]
    rw [h1] at hp hm
    rw [hneg, neg_mul, ← sub_eq_add_neg] at hm
    have hpar := parallelogram_law_with_norm ℝ (moment k w r 1)
      (phase k k * moment k w r 0)
    have hz : ‖phase k k * moment k w r 0‖ ^ 2 = 0 := by nlinarith
    have hz' : phase k k * moment k w r 0 = 0 := norm_eq_zero.mp (pow_eq_zero_iff two_ne_zero |>.mp hz)
    rcases mul_eq_zero.mp hz' with h0 | h0
    · have hkk : k ⬝ᵥ k = 0 := by
        rcases mul_eq_zero.mp h0 with hI | hI
        · exact absurd hI I_ne_zero
        · exact Complex.ofReal_eq_zero.mp hI
      exact absurd (dotProduct_self_eq_zero.mp hkk) hk
    · exact h0
  · intro h a
    rw [h1, h, mul_zero, add_zero]

/-- Weights `2` and `-1` at the origin and at the unit vector along `x`, with `k` equal to
that vector: shifting both points by it changes `|M_1|^2` from `1` to `0`. -/
theorem first_moment_changes :
    ‖moment ![1, 0, 0] ![2, -1] ![![0, 0, 0], ![1, 0, 0]] 1‖ ^ 2 = 1 ∧
    ‖moment ![1, 0, 0] ![2, -1]
      (fun j => (![![0, 0, 0], ![1, 0, 0]] : Fin 2 → Fin 3 → ℝ) j + ![1, 0, 0]) 1‖ ^ 2
      = 0 := by
  constructor
  · simp [moment, phase, dotProduct, Fin.sum_univ_succ]
  · have h : moment ![1, 0, 0] ![2, -1]
        (fun j => (![![0, 0, 0], ![1, 0, 0]] : Fin 2 → Fin 3 → ℝ) j + ![1, 0, 0]) 1
        = 0 := by
      simp [moment, phase, dotProduct, Fin.sum_univ_succ]
      ring
    rw [h, norm_zero]
    norm_num

end

end MultipoleOriginIndependence
```

```lean
#print axioms MultipoleOriginIndependence.intensity_shift
-- 'MultipoleOriginIndependence.intensity_shift' depends on axioms: [propext, Classical.choice, Quot.sound]
#print axioms MultipoleOriginIndependence.second_order_shift
-- 'MultipoleOriginIndependence.second_order_shift' depends on axioms: [propext, Classical.choice, Quot.sound]
#print axioms MultipoleOriginIndependence.first_moment_invariant_iff
-- 'MultipoleOriginIndependence.first_moment_invariant_iff' depends on axioms: [propext, Classical.choice, Quot.sound]
#print axioms MultipoleOriginIndependence.first_moment_changes
-- 'MultipoleOriginIndependence.first_moment_changes' depends on axioms: [propext, Classical.choice, Quot.sound]
```

## From the binomial theorem to invariance

`add_pow_div_factorial` is the divided binomial formula: it expands with `add_pow`, clears denominators, and replaces n! by the binomial coefficient times p!(n−p)!. `moment_shift` applies it to i k·a + i k·r_j.

`phase_sub` is the identity i k·(r_l − r_j) = conj(x_j) + x_l. In `intensity_eq_pair_sum`, two uses of `Finset.sum_comm` move the sum over p inside the sums over j and l, where the binomial formula closes it. `intensity_shift` then needs only the cancellation of `a` in a difference.

`hasSum_intensity` takes the exponential series for each pair, adds these finitely many series with `hasSum_sum`, and identifies the double sum of exponentials with |F|².

`intensity_two` checks the second-order identity on real and imaginary parts. `second_order_shift` combines it with `intensity_shift` and passes from complex to real numbers by injectivity.

In `first_moment_invariant_iff`, `h1` is the formula for M_1′. The hypotheses `hp` and `hm` are the shifts by k and −k, and `nlinarith` combines them with the parallelogram law to give |c|² = 0. The remaining case split excludes k·k = 0. `first_moment_changes` evaluates the two sums directly.
